# The pointwise domain of the meta-GGA ingredients: for n > 0 and d ≥ 1, real orbitals give exactly τ ≥ ‖∇n‖²/(8n), and two orbitals suffice

## Density, density gradient and kinetic energy density at one point

Fix one point r of d-dimensional space and k real orbitals φ₀, …, φₖ₋₁, each occupied once, in atomic units. Only two pieces of data per orbital enter: the value pᵢ = φᵢ(r), a real number, and the gradient gᵢ = ∇φᵢ(r), a vector. These data are treated as free numbers and vectors. Nothing requires that they come from normalised or mutually orthogonal functions, or from eigenfunctions of a Hamiltonian, and complex orbitals are not covered. The gradients live in a type `E`, which is any real normed space. The main theorem takes `E` to be Euclidean ℝ^d, while the lemmas use only the norm ‖·‖.

```lean
import Mathlib

open Finset

namespace MetaGGARealizability

noncomputable section

variable {E : Type*} [NormedAddCommGroup E] [NormedSpace ℝ E]
```

The orbital index runs over `Fin k`, that is i = 0, …, k − 1, and k = 0 is allowed, with all sums empty. The density at the point is

    n = Σᵢ pᵢ²

```lean
/-- Density at a point: the sum of the squared real orbital values. -/
def density {k : ℕ} (p : Fin k → ℝ) : ℝ := ∑ i, p i ^ 2
```

Differentiating Σᵢ φᵢ² term by term gives the density gradient, written G:

    G = ∇n = 2 Σᵢ pᵢ gᵢ

No derivative is taken in Lean; this product-rule expression is the definition.

```lean
/-- Density gradient at a point, `2 ∑ pᵢ gᵢ`, from orbital values `pᵢ` and gradients `gᵢ`. -/
def densityGrad {k : ℕ} (p : Fin k → ℝ) (g : Fin k → E) : E := (2 : ℝ) • ∑ i, p i • g i
```

The kinetic energy density is taken in its non-negative gradient-squared form, with the factor ½ included:

    τ = ½ Σᵢ ‖gᵢ‖²

```lean
/-- Kinetic energy density `τ = (1/2) ∑ ‖gᵢ‖²` from the orbital gradients. -/
def kinetic {k : ℕ} (g : Fin k → E) : ℝ := 1 / 2 * ∑ i, ‖g i‖ ^ 2
```

The von Weizsäcker kinetic energy density is a function of n and G alone:

    τ_W(n, G) = ‖G‖² / (8n)

```lean
/-- The von Weizsaecker kinetic energy density `‖G‖² / (8 n)`. -/
def tauW (n : ℝ) (G : E) : ℝ := ‖G‖ ^ 2 / (8 * n)
```

Let a real n, a vector G and a real t be given as targets. The triple (n, G, t) is called realizable by k orbitals when some choice of the pᵢ and gᵢ has density n, density gradient G and kinetic energy density τ = t. This is `Realizable k n G t`.

```lean
/-- The triple `(n, G, t)` is the density, density gradient and kinetic energy density
of some `k` real orbital values and gradients. -/
def Realizable (k : ℕ) (n : ℝ) (G : E) (t : ℝ) : Prop :=
  ∃ (p : Fin k → ℝ) (g : Fin k → E), density p = n ∧ densityGrad p g = G ∧ kinetic g = t
```

Two more definitions fix an explicit pair of orbitals, with indices 0 and 1. Orbital 0 carries the whole density and orbital 1 has a node at the point:

    p₀ = √n,    p₁ = 0

```lean
/-- Values of a pair of orbitals: the first is `√n`, the second vanishes at the point. -/
def pairValues (n : ℝ) : Fin 2 → ℝ := ![√n, 0]
```

Their gradients depend on the targets and on one further vector u, which will be taken of unit length and is otherwise arbitrary:

    g₀ = G / (2√n),    g₁ = √(2(t − τ_W)) u

```lean
/-- Gradients of a pair of orbitals: `G / (2 √n)` and `√(2 (t - τ_W)) u`. -/
def pairGrads (n : ℝ) (G : E) (t : ℝ) (u : E) : Fin 2 → E :=
  ![(2 * √n)⁻¹ • G, √(2 * (t - tauW n G)) • u]
```

## Orbitals never fall below τ_W

Suppose n > 0 and (n, G, t) comes from k orbitals. The triangle inequality in the space of gradients gives

    ‖G‖ = 2 ‖Σᵢ pᵢ gᵢ‖ ≤ 2 Σᵢ |pᵢ| ‖gᵢ‖

The Cauchy–Schwarz inequality, applied to the two lists of real numbers |pᵢ| and ‖gᵢ‖, gives

    (Σᵢ |pᵢ| ‖gᵢ‖)² ≤ (Σᵢ pᵢ²)(Σᵢ ‖gᵢ‖²) = n · 2t

Squaring the first line and inserting the second,

    ‖G‖² ≤ 4 · n · 2t = 8nt

and dividing by 8n > 0 yields τ_W ≤ t. The Cauchy–Schwarz step runs over the orbital index and not over the spatial components, so no inner product on `E` is used.

```lean
/-- A triple with positive density that comes from `k` orbitals has `τ_W ≤ t`. -/
theorem tauW_le_of_realizable {k : ℕ} {n t : ℝ} {G : E} (hn : 0 < n)
    (h : Realizable k n G t) : tauW n G ≤ t := by
  obtain ⟨p, g, hp, hG, ht⟩ := h
  -- triangle inequality, then Cauchy-Schwarz over the orbital index
  have h1 : ‖∑ i, p i • g i‖ ≤ ∑ i, |p i| * ‖g i‖ := by
    refine (norm_sum_le _ _).trans (le_of_eq ?_)
    simp only [norm_smul, Real.norm_eq_abs]
  have h2 := Finset.sum_mul_sq_le_sq_mul_sq Finset.univ (fun i => |p i|) (fun i => ‖g i‖)
  simp only [sq_abs] at h2
  have h3 : ‖G‖ = 2 * ‖∑ i, p i • g i‖ := by
    rw [← hG, densityGrad, norm_smul]
    simp
  have h4 := pow_le_pow_left₀ (norm_nonneg _) h1 2
  unfold density at hp
  unfold kinetic at ht
  have hs : ∑ i, ‖g i‖ ^ 2 = 2 * t := by linarith
  have h8 : 0 < 8 * n := by positivity
  rw [hp, hs] at h2
  rw [tauW, div_le_iff₀ h8, h3]
  nlinarith [h2, h4]
```

In `tauW_le_of_realizable`, `h1` is the triangle inequality, `h3` is the equality ‖G‖ = 2‖Σᵢ pᵢ gᵢ‖, and `h4` is the square of `h1`. Cauchy–Schwarz is `h2`, into which Σᵢ pᵢ² = n and `hs`, the relation Σᵢ ‖gᵢ‖² = 2t, are substituted. The rewrite with `div_le_iff₀` clears the denominator 8n, and `nlinarith` chains `h4` and `h2`. This is the von Weizsäcker bound in its local form, an inequality between numbers at one point; no integrated kinetic energy appears.

## One orbital carries n, G and exactly τ_W

For the converse, orbitals have to be built from the targets. Take n > 0 and the orbital with value √n and gradient G/(2√n). Its contribution to the density gradient is

    2 · √n · G/(2√n) = G

and its kinetic energy density is

    ½ ‖G/(2√n)‖² = ½ ‖G‖²/(4n) = ‖G‖²/(8n) = τ_W

```lean
/-- For `n > 0`, an orbital with value `√n` and gradient `G / (2 √n)` has density gradient
`G` and kinetic energy density `τ_W`. -/
theorem carrier_orbital {n : ℝ} (hn : 0 < n) (G : E) :
    (2 : ℝ) • (√n • ((2 * √n)⁻¹ • G)) = G ∧ 1 / 2 * ‖(2 * √n)⁻¹ • G‖ ^ 2 = tauW n G := by
  have hs : 0 < √n := Real.sqrt_pos.mpr hn
  have hne : 2 * √n ≠ 0 := by positivity
  have hn' : n ≠ 0 := hn.ne'
  constructor
  · rw [smul_smul, smul_smul, mul_inv_cancel₀ hne, one_smul]
  · rw [norm_smul, mul_pow, Real.norm_eq_abs, sq_abs, inv_pow, mul_pow, Real.sq_sqrt hn.le,
      tauW]
    field_simp
    ring
```

The two conjuncts of `carrier_orbital` are these two lines. In the first, the scalars are collected into (2√n)(2√n)⁻¹ = 1. In the second, the scalar is pulled out of the norm, `Real.sq_sqrt` replaces (√n)² by n, and `field_simp` with `ring` closes the identity between fractions.

## An orbital with a node supplies the excess t − τ_W

Now let t ≥ τ_W and ‖u‖ = 1, and add orbital 1. Since p₁ = 0 it changes neither the density nor its gradient:

    p₀² + p₁² = n + 0 = n

    2(p₀ g₀ + p₁ g₁) = G + 0 = G

Its gradient is unconstrained by these two equations, and its length is chosen to make up the missing kinetic energy density. Because 2(t − τ_W) ≥ 0, the square root is real and

    ‖g₁‖² = 2(t − τ_W) ‖u‖² = 2(t − τ_W)

    ½(‖g₀‖² + ‖g₁‖²) = τ_W + (t − τ_W) = t

```lean
/-- For `n > 0`, `τ_W ≤ t` and any unit vector `u`, the explicit pair of orbitals has
density `n`, density gradient `G` and kinetic energy density `t`. -/
theorem pair_spec {n t : ℝ} {G u : E} (hn : 0 < n) (ht : tauW n G ≤ t) (hu : ‖u‖ = 1) :
    density (pairValues n) = n ∧ densityGrad (pairValues n) (pairGrads n G t u) = G ∧
      kinetic (pairGrads n G t u) = t := by
  obtain ⟨h1, h2⟩ := carrier_orbital hn G
  have hs : 0 ≤ 2 * (t - tauW n G) := by linarith
  refine ⟨?_, ?_, ?_⟩
  · simp [density, pairValues, Fin.sum_univ_two, Real.sq_sqrt hn.le]
  · -- the orbital with a node does not contribute to the density gradient
    rw [densityGrad, Fin.sum_univ_two]
    show (2 : ℝ) • (√n • ((2 * √n)⁻¹ • G) + (0 : ℝ) • (√(2 * (t - tauW n G)) • u)) = G
    rw [zero_smul, add_zero, h1]
  · -- but it supplies the excess t - τ_W of kinetic energy density
    have h3 : ‖√(2 * (t - tauW n G)) • u‖ ^ 2 = 2 * (t - tauW n G) := by
      rw [norm_smul, hu, mul_one, Real.norm_eq_abs, sq_abs, Real.sq_sqrt hs]
    rw [kinetic, Fin.sum_univ_two]
    show 1 / 2 * (‖(2 * √n)⁻¹ • G‖ ^ 2 + ‖√(2 * (t - tauW n G)) • u‖ ^ 2) = t
    linarith
```

The three goals of `pair_spec` are the three targets. Each `show` writes out the two-term sum with the entries of `pairValues` and `pairGrads`. The hypothesis `ht` enters through `hs`, the non-negativity of 2(t − τ_W), which lets `h3` square the root. The final `linarith` adds `h2`, the kinetic energy density of orbital 0, to one half of `h3`.

## Orbitals that vanish with their gradient change nothing

An orbital with value 0 and gradient 0 at the point adds 0² to n, 2 · 0 · 0 to G and ½‖0‖² to τ. Repeating this, a triple realizable by k orbitals is realizable by m orbitals for every m ≥ k.

```lean
/-- A triple that comes from `k` orbitals also comes from any larger number of orbitals. -/
theorem realizable_mono {k m : ℕ} {n t : ℝ} {G : E} (hkm : k ≤ m)
    (h : Realizable k n G t) : Realizable m n G t := by
  induction hkm with
  | refl => exact h
  | step _ ih =>
    -- add an orbital with zero value and zero gradient
    obtain ⟨p, g, hp, hG, ht⟩ := ih
    refine ⟨Matrix.vecCons 0 p, Matrix.vecCons 0 g, ?_, ?_, ?_⟩
    · rw [← hp]
      simp [density, Fin.sum_univ_succ]
    · rw [← hG]
      simp [densityGrad, Fin.sum_univ_succ]
    · rw [← ht]
      simp [kinetic, Fin.sum_univ_succ]
```

The proof of `realizable_mono` is an induction along k ≤ m, one orbital at a time. `Matrix.vecCons 0 p` places the new orbital at index 0 and shifts the others up by one, and `Fin.sum_univ_succ` splits that first term off each sum.

## The equivalence for every k ≥ 2 and in ℝ^d

The construction needs a unit vector. If the space of gradients contains some x ≠ 0, then

    u = x / ‖x‖,    ‖u‖ = 1

Combining the lower bound with the pair and with padding gives, for n > 0 and each fixed k ≥ 2,

    (n, G, t) realizable by k orbitals  ⇔  τ_W(n, G) ≤ t

The assumption `[Nontrivial E]` says that `E` has more than one element, which means that there is at least one direction in which an orbital can vary.

```lean
/-- In a nonzero space of gradients, for `n > 0` and any fixed number `k ≥ 2` of orbitals,
the triple `(n, G, t)` comes from `k` orbitals exactly when `τ_W ≤ t`. -/
theorem realizable_iff_of_two_le [Nontrivial E] {k : ℕ} {n t : ℝ} {G : E} (hk : 2 ≤ k)
    (hn : 0 < n) : Realizable k n G t ↔ tauW n G ≤ t := by
  refine ⟨tauW_le_of_realizable hn, fun ht => realizable_mono hk ?_⟩
  obtain ⟨x, hx⟩ := exists_ne (0 : E)
  have hu : ‖‖x‖⁻¹ • x‖ = 1 := by
    rw [norm_smul, norm_inv, norm_norm, inv_mul_cancel₀ (norm_ne_zero_iff.mpr hx)]
  exact ⟨_, _, pair_spec hn ht hu⟩
```

In `realizable_iff_of_two_le` the forward direction is `tauW_le_of_realizable`. The reverse direction is reduced to two orbitals by `realizable_mono hk`, a nonzero x is obtained, `hu` is its normalisation, and `pair_spec` provides the witnesses.

The main theorem specialises to Euclidean space. Read in words, `metaGGA_domain` takes a dimension d ≥ 1, a real n > 0, a vector G in ℝ^d with the Euclidean norm, and any real t, and states two equivalences:

    realizable by k orbitals for some k  ⇔  ‖G‖²/(8n) ≤ t

    realizable by 2 orbitals  ⇔  ‖G‖²/(8n) ≤ t

"Finitely many orbitals" is `∃ k, Realizable k n G t`. The smallest case d = 1 is included; there u = ±1.

```lean
/-- In `ℝ^d` with `d ≥ 1` and for `n > 0`, the triple `(n, G, t)` comes from finitely many
real orbitals iff `t ≥ ‖G‖² / (8 n)`, and the same condition holds iff it comes from two. -/
theorem metaGGA_domain {d : ℕ} (hd : 1 ≤ d) {n : ℝ} (hn : 0 < n)
    (G : EuclideanSpace ℝ (Fin d)) (t : ℝ) :
    ((∃ k, Realizable k n G t) ↔ ‖G‖ ^ 2 / (8 * n) ≤ t) ∧
      (Realizable 2 n G t ↔ ‖G‖ ^ 2 / (8 * n) ≤ t) := by
  have : Nonempty (Fin d) := ⟨⟨0, hd⟩⟩
  have : Nontrivial (EuclideanSpace ℝ (Fin d)) := inferInstance
  have h2 : Realizable 2 n G t ↔ tauW n G ≤ t := realizable_iff_of_two_le le_rfl hn
  refine ⟨⟨?_, fun h => ⟨2, h2.mpr h⟩⟩, h2⟩
  rintro ⟨k, hk⟩
  exact tauW_le_of_realizable hn hk
```

The hypothesis `hd` supplies the index 0 in `Fin d`, which makes the space nontrivial. The second equivalence is the case k = 2 of the previous theorem. For the first, the direction from orbitals to the inequality is the lower bound at whatever k is given, and the other direction chooses k = 2.

The hypothesis n > 0 stands for a point where the density does not vanish, and the equivalence fails without it. In d = 1 take n = −1, G = 0, t = 0: the inequality reads 0 ≤ 0, yet Σᵢ pᵢ² = −1 has no real solution. At n = 0 all pᵢ vanish and so G = 0, while Lean's division by zero returns τ_W = 0 for every G, so that n = 0, G = 1, t = 1 satisfies the inequality as written and comes from no orbitals. These two numerical cases are argued in the prose only and are not among the theorems displayed.

## A single orbital gives only t = τ_W

With k = 1 there is no freedom left. From n = p₀², G = 2p₀ g₀ and τ = ½‖g₀‖²,

    8nτ = 4p₀² ‖g₀‖² = ‖G‖²

so τ = τ_W when n > 0. Conversely, t = τ_W is reached by the orbital with value √n and gradient G/(2√n). This equivalence holds in every normed space `E`, with no unit vector needed.

```lean
/-- For `n > 0`, the triple `(n, G, t)` comes from a single orbital iff `t = τ_W`. -/
theorem realizable_one_iff {n t : ℝ} {G : E} (hn : 0 < n) :
    Realizable 1 n G t ↔ t = tauW n G := by
  constructor
  · rintro ⟨p, g, rfl, rfl, rfl⟩
    have h8 : 8 * density p ≠ 0 := by positivity
    rw [tauW, eq_div_iff h8]
    simp only [density, densityGrad, kinetic, Fin.sum_univ_one, norm_smul, mul_pow,
      Real.norm_eq_abs, sq_abs]
    ring
  · rintro rfl
    obtain ⟨h1, h2⟩ := carrier_orbital hn G
    refine ⟨fun _ => √n, fun _ => (2 * √n)⁻¹ • G, ?_, ?_, ?_⟩
    · rw [density, Fin.sum_univ_one]
      exact Real.sq_sqrt hn.le
    · rw [densityGrad, Fin.sum_univ_one]
      exact h1
    · rw [kinetic, Fin.sum_univ_one]
      exact h2
```

In the forward direction the three `rfl` patterns substitute the definitions for n, G and t, `eq_div_iff` clears the denominator, and after the one-term sums are expanded `ring` verifies the displayed identity. The reverse direction reuses `carrier_orbital`.

This shows what happens to `realizable_iff_of_two_le` without k ≥ 2. In d = 1 take n = 1, G = 2, t = 1, so that τ_W = 4/8 = ½ ≤ t. One orbital would need t = ½, so it fails, while the pair p₀ = 1, p₁ = 0, g₀ = 1, g₁ = 1 gives n = 1, G = 2 and τ = ½(1 + 1) = 1.

In general, let n > 0 and t > τ_W strictly. Two orbitals realize the triple. If some k ≤ 1 did so too, padding would make it realizable by exactly one orbital, hence t = τ_W, a contradiction. So two is the least number, which `IsLeast` expresses as membership in the set of admissible k together with being a lower bound of it.

```lean
/-- In a nonzero space of gradients, for `n > 0` and `t > τ_W`, two is the least number of
orbitals that produces the triple `(n, G, t)`. -/
theorem two_isLeast [Nontrivial E] {n t : ℝ} {G : E} (hn : 0 < n) (ht : tauW n G < t) :
    IsLeast {k : ℕ | Realizable k n G t} 2 := by
  refine ⟨(realizable_iff_of_two_le le_rfl hn).mpr ht.le, fun k hk => ?_⟩
  by_contra h
  have hk1 : k ≤ 1 := by omega
  have h1 := (realizable_one_iff hn).mp (realizable_mono hk1 hk)
  linarith
```

The padding step `realizable_mono hk1 hk` treats k = 0 and k = 1 together. The strict inequality is needed here: at t = τ_W one orbital already suffices, by `realizable_one_iff`.

## Dimension zero allows only t = 0

If the space of gradients has a single element, written `[Subsingleton E]`, then every gᵢ = 0 and

    τ = ½ Σᵢ ‖0‖² = 0

for any k and any n.

```lean
/-- In a zero-dimensional space of gradients, every triple that comes from orbitals has
`t = 0`. -/
theorem eq_zero_of_subsingleton [Subsingleton E] {k : ℕ} {n t : ℝ} {G : E}
    (h : Realizable k n G t) : t = 0 := by
  obtain ⟨p, g, _, _, ht⟩ := h
  have hg : g = fun _ => 0 := funext fun i => Subsingleton.elim _ _
  rw [← ht, hg]
  simp [kinetic]
```

The step `hg` identifies all gradients with zero, and the sum collapses. This gives a counter-example showing that the hypothesis d ≥ 1 cannot be dropped. In ℝ⁰ take n = 1, G = 0, t = 1. Then ‖G‖²/(8n) = 0 ≤ 1, but t ≠ 0, so no set of orbitals realizes the triple. The lower bound τ_W ≤ t remains valid in that space; what is lost is the direction u along which orbital 1 varies.

## Conditions on (n, G, τ) are conditions on the region τ ≥ τ_W

Let P be any condition on a triple (n, G, τ), and let the space of gradients be nontrivial. The two statements

    P holds for every finite set of values pᵢ and gradients gᵢ with Σᵢ pᵢ² > 0

    P(n, G, t) holds whenever n > 0 and t ≥ τ_W(n, G)

are equivalent. From the first to the second, a triple in the region is realized by two orbitals, and the first statement is applied with k = 2. From the second to the first, the triple of any orbital set with positive density lies in the region by the lower bound. In `condition_iff_on_domain`, `P` is an arbitrary predicate of type `ℝ → E → ℝ → Prop`, and the two branches of the proof are these two arguments.

A τ-dependent meta-GGA exchange-correlation energy density is built from n, ∇n and τ (taken separately for each spin in spin-polarised forms; some meta-GGAs also or instead use ∇²n, which is not treated here). In dimension d ≥ 1 and for real, singly occupied orbitals whose values and gradients at one point are unrestricted, a pointwise inequality in these ingredients holds for all orbital sets with positive density at the point exactly when it holds on the region n > 0, τ ≥ τ_W. Which part of that region is visited by the orthonormal orbitals of a given atom, molecule or solid is a separate question that the theorem leaves open.

```lean
/-- In a nonzero space of gradients, a condition on `(n, G, τ)` holds for every finite set
of orbitals with positive density iff it holds on the whole region `n > 0`, `τ_W ≤ τ`. -/
theorem condition_iff_on_domain [Nontrivial E] (P : ℝ → E → ℝ → Prop) :
    (∀ (k : ℕ) (p : Fin k → ℝ) (g : Fin k → E), 0 < density p →
        P (density p) (densityGrad p g) (kinetic g)) ↔
      ∀ (n : ℝ) (G : E) (t : ℝ), 0 < n → tauW n G ≤ t → P n G t := by
  constructor
  · intro h n G t hn ht
    obtain ⟨p, g, rfl, rfl, rfl⟩ := (realizable_iff_of_two_le (k := 2) le_rfl hn).mpr ht
    exact h 2 p g hn
  · intro h k p g hp
    exact h _ _ _ hp (tauW_le_of_realizable hp ⟨p, g, rfl, rfl, rfl⟩)

end

end MetaGGARealizability
```

```lean
#print axioms MetaGGARealizability.metaGGA_domain
#print axioms MetaGGARealizability.two_isLeast
#print axioms MetaGGARealizability.eq_zero_of_subsingleton
#print axioms MetaGGARealizability.condition_iff_on_domain
```

```
'MetaGGARealizability.metaGGA_domain' depends on axioms: [propext, Classical.choice, Quot.sound]
'MetaGGARealizability.two_isLeast' depends on axioms: [propext, Classical.choice, Quot.sound]
'MetaGGARealizability.eq_zero_of_subsingleton' depends on axioms: [propext, Classical.choice, Quot.sound]
'MetaGGARealizability.condition_iff_on_domain' depends on axioms: [propext, Classical.choice, Quot.sound]
```
